# The HOMO density of a uniform Hückel chain of $2m$ atoms is largest exactly at its two ends

An electrophile approaches a linear polyene with $2m$ conjugated carbon atoms. Frontier theory predicts attack where the highest occupied molecular orbital (HOMO) has its greatest density. Does that place stay at the chain ends as the chain grows, or can it move inward?

In the Hückel model with one site energy $\alpha$ and one resonance integral $\beta<0$ for all bonds, the HOMO of the neutral chain, normalised to one electron, has on atom $j$ the density

$$f_j=\frac{2}{2m+1}\sin^2\frac{\pi m j}{2m+1},\qquad j=1,\dots,2m,$$

and its maximum lies at $j=1$ and $j=2m$, and nowhere else, for every $m\ge 1$. In this non-interacting model with fixed parameters, $f_j$ is also the population that atom $j$ loses when one electron is removed, which is the condensed Fukui function for electrophilic attack.

## The chain and its orbitals

```lean
import Mathlib

open scoped Real

namespace PolyeneFrontierDensity

noncomputable section
```

Below, `ℕ` denotes the natural numbers including zero and `ℝ` the reals. The number `m` is half the number of atoms.

```lean
/-- The phase advance per atom, `π k / (2m+1)`, of the `k`-th standing wave on a chain
of `2m` atoms. -/
def waveNumber (m k : ℕ) : ℝ := π * k / (2 * m + 1)
```

This defines the phase advance per atom, $\theta_k=\pi k/(2m+1)$. The division is real division, although `m` and `k` are natural numbers.

```lean
/-- The Hückel energy `α + 2β cos(π k / (2m+1))` of level `k` of a chain of `2m` atoms. -/
def huckelEnergy (α β : ℝ) (m k : ℕ) : ℝ := α + 2 * β * Real.cos (waveNumber m k)
```

Level $k$ has energy $E_k=\alpha+2\beta\cos\theta_k$.

```lean
/-- The amplitudes `c` solve the Hückel equations with energy `E` on atoms `1, ..., 2m`,
and vanish at the fictitious sites `0` and `2m+1` beyond the chain ends. -/
def IsOrbital (m : ℕ) (α β E : ℝ) (c : ℕ → ℝ) : Prop :=
  c 0 = 0 ∧ c (2 * m + 1) = 0 ∧
    ∀ j < 2 * m, α * c (j + 1) + β * (c j + c (j + 2)) = E * c (j + 1)
```

An orbital is a sequence of real amplitudes $c_j$ with $c_0=c_{2m+1}=0$ and

$$\alpha c_{j+1}+\beta(c_j+c_{j+2})=E\,c_{j+1},\qquad 0\le j<2m.$$

The central atom is $j+1$, so the equations run over atoms $1,\dots,2m$. The two fictitious sites encode the open ends. Overlap, bond alternation and electron repulsion are left out of the model. The zero sequence still qualifies here; normalisation excludes it later.

```lean
/-- The frontier density `(2/(2m+1)) sin²(π m j / (2m+1))` on atom `j`. -/
def homoDensity (m j : ℕ) : ℝ :=
  2 / (2 * m + 1) * Real.sin (j * waveNumber m m) ^ 2
```

This is the formula for $f_j=\frac{2}{2m+1}\sin^2(j\theta_m)$. At this point it is only a formula; its link to the orbitals comes in `sq_eq_homoDensity`.

## Standing waves and the order of the levels

```lean
/-- The sum of a standing wave's amplitudes on the two neighbours of a site is `2 cos θ`
times the amplitude on the site itself. -/
theorem sin_three_term (θ x : ℝ) :
    Real.sin (x * θ) + Real.sin ((x + 2) * θ) = 2 * Real.cos θ * Real.sin ((x + 1) * θ) := by
  have h1 : x * θ = (x + 1) * θ - θ := by ring
  have h2 : (x + 2) * θ = (x + 1) * θ + θ := by ring
  rw [h1, h2, Real.sin_sub, Real.sin_add]
  ring
```

Write the two outer arguments as $(x+1)\theta\mp\theta$ and apply the addition formulas. The terms with $\sin\theta$ cancel, which leaves

$$\sin(x\theta)+\sin((x+2)\theta)=2\cos\theta\,\sin((x+1)\theta).$$

In Lean, `rw` substitutes the formulas and `ring` does the algebra.

```lean
/-- For `1 ≤ k ≤ 2m` the `k`-th standing wave has a positive amplitude on the first atom. -/
theorem sin_waveNumber_pos {m k : ℕ} (hk : 1 ≤ k) (hk' : k ≤ 2 * m) :
    0 < Real.sin (waveNumber m k) := by
  have h0 : (0 : ℝ) < k := by exact_mod_cast hk
  have h1 : (k : ℝ) ≤ 2 * m := by exact_mod_cast hk'
  apply Real.sin_pos_of_pos_of_lt_pi
  · unfold waveNumber
    positivity
  · unfold waveNumber
    rw [div_lt_iff₀ (by positivity)]
    nlinarith [mul_pos Real.pi_pos (show (0 : ℝ) < 2 * m + 1 - k by linarith)]
```

The names `hk` and `hk'` label the hypotheses $1\le k$ and $k\le 2m$. They give $0<\theta_k<\pi$, hence $\sin\theta_k>0$. The wave is therefore not identically zero, and $\sin\theta_m$ may later be cancelled.

```lean
/-- The standing wave `sin(π k j / (2m+1))` solves the Hückel equations of the chain with
the energy of level `k`. -/
theorem standingWave_isOrbital (α β : ℝ) (m k : ℕ) :
    IsOrbital m α β (huckelEnergy α β m k) (fun j => Real.sin (j * waveNumber m k)) := by
  refine ⟨by simp, ?_, fun j _ => ?_⟩
  · have h : ((2 * m + 1 : ℕ) : ℝ) * waveNumber m k = k * π := by
      unfold waveNumber
      push_cast
      field_simp
    change Real.sin (((2 * m + 1 : ℕ) : ℝ) * waveNumber m k) = 0
    rw [h]
    exact Real.sin_nat_mul_pi k
  · have h := sin_three_term (waveNumber m k) j
    simp only [huckelEnergy]
    push_cast
    linear_combination β * h
```

The wave $\sin(j\theta_k)$ vanishes at $j=0$, and at $j=2m+1$ it equals $\sin(k\pi)=0$. On the atoms, the Hückel equation is $\beta$ times the three-term identity, with the same $\alpha$ term on both sides. The line `linear_combination β * h` says just this.

```lean
/-- For a negative resonance integral `β` the level energies increase strictly with the
level index, up to index `2m+1`. -/
theorem huckelEnergy_lt {α β : ℝ} {m k l : ℕ} (hβ : β < 0) (hkl : k < l)
    (hl : l ≤ 2 * m + 1) : huckelEnergy α β m k < huckelEnergy α β m l := by
  have h1 : (k : ℝ) < l := by exact_mod_cast hkl
  have h2 : (l : ℝ) ≤ 2 * m + 1 := by exact_mod_cast hl
  have hN : (0 : ℝ) < 2 * m + 1 := by positivity
  -- the cosine decreases strictly between 0 and π
  have hc : Real.cos (waveNumber m l) < Real.cos (waveNumber m k) := by
    apply Real.cos_lt_cos_of_nonneg_of_le_pi
    · unfold waveNumber
      positivity
    · unfold waveNumber
      rw [div_le_iff₀ hN]
      nlinarith [mul_nonneg Real.pi_pos.le (sub_nonneg.2 h2)]
    · unfold waveNumber
      rw [div_lt_div_iff₀ hN hN]
      nlinarith [mul_pos (mul_pos Real.pi_pos (sub_pos.2 h1)) hN]
  unfold huckelEnergy
  nlinarith [mul_pos (neg_pos.2 hβ) (sub_pos.2 hc)]
```

For $k<l\le 2m+1$ we have $0\le\theta_k<\theta_l\le\pi$, so $\cos\theta_l<\cos\theta_k$. Multiplying by $2\beta<0$ reverses the inequality, and $E_k<E_l$.

The step to the word "HOMO" is a count that the file leaves to the reader. Levels $1,\dots,2m$ have distinct energies and nonzero waves, and a $2m\times2m$ matrix has at most $2m$ eigenvalues, so these are all the levels. The neutral chain has one π electron per atom. With two electrons in each level, these $2m$ electrons fill levels $1,\dots,m$ in the ground state, and level $m$ is the HOMO.

## Total density one

```lean
/-- `4 sin θ` times the sum of the squared amplitudes `sin²(j θ)` over the sites `1, ..., n` equals
`(2n+1) sin θ - sin((2n+1) θ)`. -/
theorem sum_sin_sq (θ : ℝ) (n : ℕ) :
    4 * Real.sin θ * ∑ j ∈ Finset.Icc 1 n, Real.sin (j * θ) ^ 2
      = (2 * n + 1) * Real.sin θ - Real.sin ((2 * n + 1) * θ) := by
  induction n with
  | zero => simp
  | succ n ih =>
    rw [Finset.sum_Icc_succ_top (by omega), mul_add, ih]
    push_cast
    have h1 : (2 * (n : ℝ) + 1) * θ = 2 * ((n + 1) * θ) - θ := by ring
    have h2 : (2 * ((n : ℝ) + 1) + 1) * θ = 2 * ((n + 1) * θ) + θ := by ring
    rw [h1, h2, Real.sin_sub, Real.sin_add, Real.cos_two_mul]
    linear_combination 4 * Real.sin θ * Real.sin_sq_add_cos_sq (((n : ℝ) + 1) * θ)
```

For a single term,

$$4\sin\theta\sin^2(j\theta)=2\sin\theta-\big[\sin((2j+1)\theta)-\sin((2j-1)\theta)\big].$$

Summed over $j=1,\dots,n$, the bracket telescopes:

$$4\sin\theta\sum_{j=1}^n\sin^2(j\theta)=(2n+1)\sin\theta-\sin((2n+1)\theta).$$

Lean proves this by `induction`, and the single-term identity is the induction step. `Finset.Icc 1 n` is the set $\{1,\dots,n\}$.

```lean
/-- For `m ≥ 1` the frontier densities on the `2m` atoms sum to one. -/
theorem sum_homoDensity {m : ℕ} (hm : 1 ≤ m) :
    ∑ j ∈ Finset.Icc 1 (2 * m), homoDensity m j = 1 := by
  have hs := sin_waveNumber_pos hm (show m ≤ 2 * m by omega)
  have hw : (2 * (m : ℝ) + 1) * waveNumber m m = π * m := by
    unfold waveNumber
    field_simp
  have harg : (2 * ((2 * m : ℕ) : ℝ) + 1) * waveNumber m m
      = m * (2 * π) - waveNumber m m := by
    push_cast
    linear_combination 2 * hw
  have h := sum_sin_sq (waveNumber m m) (2 * m)
  rw [harg, Real.sin_nat_mul_two_pi_sub] at h
  have hS : ∑ j ∈ Finset.Icc 1 (2 * m), Real.sin (j * waveNumber m m) ^ 2
      = (2 * m + 1) / 2 := by
    apply mul_left_cancel₀ (mul_pos four_pos hs).ne'
    rw [h]
    push_cast
    ring
  unfold homoDensity
  rw [← Finset.mul_sum, hS]
  field_simp
```

Put $n=2m$ and $\theta=\theta_m$. Since $(2m+1)\theta_m=\pi m$, we have $(4m+1)\theta_m=2\pi m-\theta_m$, whose sine is $-\sin\theta_m$. The right-hand side becomes $(4m+2)\sin\theta_m$. Cancelling $4\sin\theta_m>0$ gives $\sum_j\sin^2(j\theta_m)=(2m+1)/2$, which is `hS`, and the prefactor of $f_j$ turns this into one.

## Where the density is largest

```lean
/-- The frontier density on atom `j` equals `(1 - (-1)^j cos(π j / (2m+1))) / (2m+1)`. -/
theorem homoDensity_eq (m j : ℕ) :
    homoDensity m j = (1 - (-1) ^ j * Real.cos (waveNumber m j)) / (2 * m + 1) := by
  have h : 2 * ((j : ℝ) * waveNumber m m) = j * π - waveNumber m j := by
    unfold waveNumber
    field_simp
    ring
  unfold homoDensity
  rw [Real.sin_sq_eq_half_sub, h, Real.cos_sub, Real.cos_nat_mul_pi, Real.sin_nat_mul_pi]
  ring
```

Because $2m=(2m+1)-1$, we have $2j\theta_m=\pi j-\theta_j$. With $\sin^2x=(1-\cos2x)/2$ this gives

$$f_j=\frac{1-(-1)^j\cos\theta_j}{2m+1}.$$

```lean
/-- Among the atoms `1, ..., 2m` the frontier density is maximal exactly at the two chain
ends. -/
theorem homoDensity_max_iff {m j : ℕ} (hj : j ∈ Finset.Icc 1 (2 * m)) :
    (∀ i ∈ Finset.Icc 1 (2 * m), homoDensity m i ≤ homoDensity m j)
      ↔ j = 1 ∨ j = 2 * m := by
  have hN : (0 : ℝ) < 2 * m + 1 := by positivity
  have hj' := Finset.mem_Icc.mp hj
  -- reflection of the chain changes the sign of the cosine
  have mir : ∀ k l : ℕ, k + l = 2 * m + 1 →
      Real.cos (waveNumber m l) = -Real.cos (waveNumber m k) := by
    intro k l h
    have h' : (k : ℝ) + l = 2 * m + 1 := by exact_mod_cast h
    have e : waveNumber m l = π - waveNumber m k := by
      unfold waveNumber
      rw [eq_sub_iff_add_eq, ← add_div, div_eq_iff hN.ne']
      linear_combination π * h'
    rw [e, Real.cos_pi_sub]
  have anti : ∀ k l : ℕ, k < l → l ≤ 2 * m + 1 →
      Real.cos (waveNumber m l) < Real.cos (waveNumber m k) := by
    intro k l h1 h2
    have h := huckelEnergy_lt (α := 0) (β := -1) (by norm_num) h1 h2
    unfold huckelEnergy at h
    linarith
  have last : homoDensity m (2 * m) = homoDensity m 1 := by
    rw [homoDensity_eq, homoDensity_eq, mir 1 (2 * m) (by omega), pow_mul]
    norm_num
  -- interior atoms lie strictly below the ends
  have inside : ∀ i : ℕ, 1 < i → i < 2 * m → homoDensity m i < homoDensity m 1 := by
    intro i h1 h2
    have a := anti 1 i h1 (by omega)
    have b := anti 1 (2 * m + 1 - i) (by omega) (by omega)
    rw [mir i (2 * m + 1 - i) (by omega)] at b
    rw [homoDensity_eq, homoDensity_eq]
    apply div_lt_div_of_pos_right _ hN
    rcases neg_one_pow_eq_or ℝ i with h | h <;> rw [h, pow_one] <;> linarith
  constructor
  · intro h
    by_contra hne
    have hlt := inside j (by omega) (by omega)
    exact absurd (h 1 (Finset.mem_Icc.mpr ⟨le_rfl, by omega⟩)) (not_le_of_gt hlt)
  · intro h i hi
    have hi' := Finset.mem_Icc.mp hi
    have hfj : homoDensity m j = homoDensity m 1 := by
      rcases h with h | h
      · rw [h]
      · rw [h, last]
    rw [hfj]
    rcases (by omega : i = 1 ∨ i = 2 * m ∨ (1 < i ∧ i < 2 * m)) with h | h | h
    · rw [h]
    · rw [h, last]
    · exact (inside i h.1 h.2).le
```

The statement says that atom $j$ has a density at least as large as every atom's if and only if $j=1$ or $j=2m$.

At the first atom, $f_1=(1+\cos\theta_1)/(2m+1)$. Reflection gives $\cos\theta_{2m}=-\cos\theta_1$ (`mir`), and $2m$ is even, so $f_{2m}=f_1$ (`last`). An interior atom $1<i<2m$ has $\theta_1<\theta_i<\pi-\theta_1$, hence $|\cos\theta_i|<\cos\theta_1$ and $f_i<f_1$ (`inside`). Lean obtains the monotonic cosine, `anti`, from the energy ordering with $\alpha=0$, $\beta=-1$, and treats the two signs of $(-1)^i$ separately. For $m=1$ there is no interior, and both atoms carry $1/2$.

## Every normalised HOMO

```lean
/-- For `β < 0`, every normalised real orbital with the energy of level `m` has the density
`homoDensity` on each atom of the chain. -/
theorem sq_eq_homoDensity {m : ℕ} {α β : ℝ} {c : ℕ → ℝ} (hβ : β < 0)
    (hc : IsOrbital m α β (huckelEnergy α β m m) c)
    (hnorm : ∑ i ∈ Finset.Icc 1 (2 * m), c i ^ 2 = 1)
    {j : ℕ} (hj : j ∈ Finset.Icc 1 (2 * m)) : c j ^ 2 = homoDensity m j := by
  have hj' := Finset.mem_Icc.mp hj
  have hm : 1 ≤ m := by omega
  have hs := sin_waveNumber_pos hm (show m ≤ 2 * m by omega)
  -- the recursion fixes all amplitudes by the first one
  have prop : ∀ i : ℕ, i ≤ 2 * m →
      c i * Real.sin (waveNumber m m) = c 1 * Real.sin (i * waveNumber m m) ∧
      c (i + 1) * Real.sin (waveNumber m m)
        = c 1 * Real.sin (((i + 1 : ℕ) : ℝ) * waveNumber m m) := by
    intro i
    induction i with
    | zero => intro _; simp [hc.1]
    | succ i ih =>
      intro hi
      obtain ⟨h0, h1⟩ := ih (by omega)
      refine ⟨h1, ?_⟩
      have hr := hc.2.2 i (by omega)
      unfold huckelEnergy at hr
      have hr' : c i + c (i + 2) = 2 * Real.cos (waveNumber m m) * c (i + 1) :=
        mul_left_cancel₀ hβ.ne (by linear_combination hr)
      have ht := sin_three_term (waveNumber m m) i
      change c (i + 2) * Real.sin (waveNumber m m)
        = c 1 * Real.sin (((i + 2 : ℕ) : ℝ) * waveNumber m m)
      push_cast at h1 ⊢
      linear_combination Real.sin (waveNumber m m) * hr' - h0
        + 2 * Real.cos (waveNumber m m) * h1 - c 1 * ht
  have key : ∀ i ∈ Finset.Icc 1 (2 * m), c i ^ 2 * Real.sin (waveNumber m m) ^ 2
      = (c 1 ^ 2 * (2 * m + 1) / 2) * homoDensity m i := by
    intro i hi
    rw [← mul_pow, (prop i (Finset.mem_Icc.mp hi).2).1]
    unfold homoDensity
    field_simp
  -- normalisation fixes the remaining factor
  have tot := Finset.sum_congr rfl key
  rw [← Finset.sum_mul, ← Finset.mul_sum, hnorm, sum_homoDensity hm] at tot
  apply mul_right_cancel₀ (pow_ne_zero 2 hs.ne')
  linear_combination key j hj - homoDensity m j * tot
```

Now $c$ is any real orbital at energy $E_m$ with $\sum_i c_i^2=1$. Removing the $\alpha$ terms and dividing by $\beta$ gives

$$c_i+c_{i+2}=2\cos\theta_m\,c_{i+1}.$$

The sequence $\sin(i\theta_m)$ obeys the same recursion and also starts from zero, so $c_i\sin\theta_m=c_1\sin(i\theta_m)$. This is `prop`, proved by induction on two neighbouring sites at once. Squaring gives `key`:

$$c_i^2\sin^2\theta_m=\frac{c_1^2(2m+1)}{2}\,f_i.$$

Summing over the atoms gives `tot`, $\sin^2\theta_m=c_1^2(2m+1)/2$. Substituting this back and cancelling $\sin^2\theta_m$ leaves $c_j^2=f_j$.

```lean
/-- For `β < 0`, the density of any normalised real HOMO (level `m`) of a chain of `2m` atoms
is maximal exactly at the two terminal atoms. -/
theorem terminal_attack {m : ℕ} {α β : ℝ} {c : ℕ → ℝ} (hβ : β < 0)
    (hc : IsOrbital m α β (huckelEnergy α β m m) c)
    (hnorm : ∑ i ∈ Finset.Icc 1 (2 * m), c i ^ 2 = 1)
    {j : ℕ} (hj : j ∈ Finset.Icc 1 (2 * m)) :
    (∀ i ∈ Finset.Icc 1 (2 * m), c i ^ 2 ≤ c j ^ 2) ↔ j = 1 ∨ j = 2 * m := by
  rw [← homoDensity_max_iff hj, sq_eq_homoDensity hβ hc hnorm hj]
  exact forall₂_congr fun i hi => by rw [sq_eq_homoDensity hβ hc hnorm hi]

end

end PolyeneFrontierDensity
```

Replacing each $c_i^2$ by $f_i$ reduces this theorem to `homoDensity_max_iff`. It locates the largest density; that attack occurs there is the frontier rule, a chemical assumption.

The hypothesis `hβ` excludes uncoupled atoms. Take $m=2$ and $\beta=0$: every level has energy $\alpha$, and the orbital with $c_2=1$ and all other amplitudes zero is normalised and solves the equations. Its maximum is at atom 2, an interior atom. The example shows that $\beta\neq0$ is needed; the negative sign serves to make level $m$ the highest occupied one.

```lean
#print axioms PolyeneFrontierDensity.standingWave_isOrbital
-- 'PolyeneFrontierDensity.standingWave_isOrbital' depends on axioms: [propext, Classical.choice, Quot.sound]
#print axioms PolyeneFrontierDensity.homoDensity_max_iff
-- 'PolyeneFrontierDensity.homoDensity_max_iff' depends on axioms: [propext, Classical.choice, Quot.sound]
#print axioms PolyeneFrontierDensity.terminal_attack
-- 'PolyeneFrontierDensity.terminal_attack' depends on axioms: [propext, Classical.choice, Quot.sound]
```
